# The Peak of a Real Plane-Wave Sum Exceeds Its Largest Value on a Uniform \(M\)-Point Grid by at Most \(\frac{\pi^2}{2M^2}\sum k^2|c_k|\)

Let \(S\) be a finite set of integers and let

\[
f(x)=\sum_{k\in S}c_k\,e^{ikx}
\]

be real for every real \(x\). Write \(P\) for the maximum of \(f\) over all \(x\), and \(G\) for its maximum over the grid points \(y_j=2\pi j/M\), \(j=0,\dots,M-1\), with \(M\ge 1\). Then

\[
0\le P-G\le \frac{\pi^2}{2M^2}\,W,\qquad W=\sum_{k\in S}k^2|c_k| .
\]

For a density or potential of this form, a peak read from the grid is therefore never too high, and the bound on its error is of second order in the spacing \(2\pi/M\). In a plane-wave electronic structure calculation, the density averaged over planes parallel to two of the lattice vectors is such a one-dimensional sum.

## From a flat peak to a quadratic error

**The phase remainder.** For real \(s\) and \(0\le t\le 1\), the function \(e^{ist}-1\) starts at zero and has a derivative of modulus \(|s|\), so \(|e^{ist}-1|\le |s|t\). Hence

\[
|e^{is}-1-is|=\left|\int_0^1 is\,(e^{ist}-1)\,dt\right|\le\int_0^1 s^2t\,dt=\frac{s^2}{2}.
\]

**The drop from the peak.** Let \(f(x_0)=P\) and \(d=x-x_0\). Since \(f'(x_0)=0\), subtracting \(d\,f'(x_0)\) changes nothing:

\[
f(x)-f(x_0)=f(x)-f(x_0)-d\,f'(x_0)=\sum_{k\in S}c_k e^{ikx_0}\left(e^{ikd}-1-ikd\right).
\]

Each term has modulus at most \(|c_k|k^2d^2/2\), so \(f(x_0)-f(x)\le \tfrac12 d^2W\).

**The nearest grid point.** Neighbouring grid points are \(2\pi/M\) apart, so some \(y_j+2\pi m\), with \(m\) an integer, lies within \(\pi/M\) of \(x_0\). By periodicity,

\[
G\ge f(y_j)=f(y_j+2\pi m)\ge P-\frac{\pi^2}{2M^2}W .
\]

Grid values are values of \(f\), so also \(G\le P\). Applying the result to \(-f\) shows that a minimum read from the grid is never too low, and is too high by at most the same amount.

## Reading a peak from a transformed array

Let \(M\) be larger than twice the largest \(|k|\). In a calculation, each \(c_k\) with \(k\ge0\) is stored at position \(k\) of an array of length \(M\), counted from zero, and each \(c_k\) with \(k<0\) at position \(M+k\); all other entries are zero. An inverse fast Fourier transform, taken without a prefactor \(1/M\), then returns the array \(f(y_0),\dots,f(y_{M-1})\). The largest entry is \(G\), and \(W\) is one sum over the coefficients already in memory.

Take \(f(x)=\cos(x-\pi/8)\) and \(M=8\). The two coefficients have modulus \(1/2\), so \(W=1\). The peak lies midway between two grid points, and the largest entry is \(\cos(\pi/8)\approx0.9239\) where the true maximum is 1. The error is 0.0761, against a bound of \(\pi^2/128\approx0.0771\). With \(M=16\) the peak falls on a grid point and the error is zero: the bound depends only on the spacing, the wave numbers and the moduli of the coefficients, while the error also depends on their phases, which here set where the peak sits.

For a density, the smallest entry matters too. If it is at least as large as the bound, the plane-wave sum is nowhere negative. If it is positive but smaller, the bound does not exclude negative values between grid points. They cannot occur when the density is a sum of squared moduli of plane-wave orbitals with all its coefficients kept, but they can when some of these coefficients have been cut off.

## Definitions in Lean

```lean
import Mathlib

open scoped Real
open Complex (I exp)

namespace GridSamplingExtrema

noncomputable section
```

The sum takes its wave numbers from `S : Finset ℤ`; the band \(|k|\le n\) is one choice. Values of `c` outside `S` play no role.

```lean
/-- The plane-wave sum `∑ c_k exp(ikx)` over a finite set `S` of integer wave numbers. -/
def planeWaveSum (S : Finset ℤ) (c : ℤ → ℂ) (x : ℝ) : ℂ :=
  ∑ k ∈ S, c k * exp (I * ((k : ℂ) * (x : ℂ)))
```

The next definition is the derivative taken term by term, with a factor \(ik\) in each mode.

```lean
/-- The term-by-term derivative `∑ c_k ik exp(ikx)` of the plane-wave sum. -/
def planeWaveSlope (S : Finset ℤ) (c : ℤ → ℂ) (x : ℝ) : ℂ :=
  ∑ k ∈ S, c k * (I * (k : ℂ) * exp (I * ((k : ℂ) * (x : ℂ))))
```

The weight \(W\) is a real number, built from the moduli `‖c k‖`.

```lean
/-- The curvature weight `∑ k² |c_k|` of the coefficients. -/
def curvatureWeight (S : Finset ℤ) (c : ℤ → ℂ) : ℝ :=
  ∑ k ∈ S, (k : ℝ) ^ 2 * ‖c k‖
```

The period is fixed at \(2\pi\). For a cell of length \(L\), \(x\) is the position multiplied by \(2\pi/L\), and the integers \(k\) and the bound stay as they are.

```lean
/-- The grid point `2πj/M` of a uniform grid with `M ≥ 1` points per period. -/
def gridPoint (M j : ℕ) : ℝ := 2 * π * j / M
```

## Phases and their remainder

Three short lemmas record that \(e^{ist}\) has modulus one for real \(s\) and \(t\), and give the derivatives of \(ist\) and \(e^{ist}\) with respect to \(t\).

```lean
/-- A plane wave with real wave number has modulus one. -/
lemma norm_phase (s t : ℝ) : ‖exp (I * ((s : ℂ) * (t : ℂ)))‖ = 1 := by
  have h := Complex.norm_exp_ofReal_mul_I (s * t)
  rwa [show ((s * t : ℝ) : ℂ) * I = I * ((s : ℂ) * (t : ℂ)) by push_cast; ring] at h

/-- The phase `ist` has derivative `is` in `t`. -/
lemma hasDerivAt_linear (s : ℂ) (t : ℝ) :
    HasDerivAt (fun t : ℝ => I * (s * (t : ℂ))) (I * s) t :=
  (((hasDerivAt_id t).ofReal_comp.const_mul s).const_mul I).congr_deriv (by simp)

/-- The plane wave `exp(ist)` has derivative `is exp(ist)` in `t`. -/
lemma hasDerivAt_phase (s : ℂ) (t : ℝ) :
    HasDerivAt (fun t : ℝ => exp (I * (s * (t : ℂ)))) (I * s * exp (I * (s * (t : ℂ)))) t :=
  (hasDerivAt_linear s t).cexp.congr_deriv (by ring)
```

The remainder estimate relies on Mathlib's `image_norm_le_of_norm_deriv_right_le_deriv_boundary`. It compares a continuous vector-valued function \(F\) on \([a,b]\) with a differentiable real function \(B\): if \(\|F(a)\|\le B(a)\) and \(\|F'(t)\|\le B'(t)\) on \([a,b)\), then \(\|F(t)\|\le B(t)\) throughout \([a,b]\). The mean value theorem in its equality form fails for complex values, since \(e^{it}\) returns to its starting point after \(2\pi\) although its derivative never vanishes. The comparison of norms survives, and it does the work of the integral above without any integral being formed.

The lemma is used twice. In `h1`, \(F(t)=e^{ist}-1\) and \(B(t)=|s|t\). In `h2`, \(F(t)=e^{ist}-1-ist\) and \(B(t)=s^2t^2/2\); the required bound on \(F'\) is `h1` multiplied by \(|s|\), and the result is read off at \(t=1\).

```lean
/-- A phase factor differs from its first-order expansion by at most `s²/2`. -/
theorem phase_remainder (s : ℝ) : ‖exp (I * (s : ℂ)) - 1 - I * (s : ℂ)‖ ≤ s ^ 2 / 2 := by
  -- first order: the phase factor moves at speed |s|
  have h1 : ∀ t ∈ Set.Icc (0 : ℝ) 1, ‖exp (I * ((s : ℂ) * (t : ℂ))) - 1‖ ≤ |s| * t := by
    intro t ht
    refine image_norm_le_of_norm_deriv_right_le_deriv_boundary (a := 0) (b := 1)
      (f := fun t : ℝ => exp (I * ((s : ℂ) * (t : ℂ))) - 1)
      (B := fun t => |s| * t) (B' := fun _ => |s|)
      (fun t _ => ((hasDerivAt_phase s t).sub_const 1).continuousAt.continuousWithinAt)
      (fun t _ => ((hasDerivAt_phase s t).sub_const 1).hasDerivWithinAt)
      (by simp) (fun t => ((hasDerivAt_id t).const_mul |s|).congr_deriv (by simp)) ?_ ht
    intro t _
    rw [norm_mul, norm_phase, norm_mul, Complex.norm_I, Complex.norm_real, Real.norm_eq_abs]
    simp
  -- second order: integrate the first-order bound
  have hd := fun t : ℝ => ((hasDerivAt_phase s t).sub_const 1).sub (hasDerivAt_linear s t)
  have h2 := image_norm_le_of_norm_deriv_right_le_deriv_boundary (a := 0) (b := 1)
    (f := fun t : ℝ => exp (I * ((s : ℂ) * (t : ℂ))) - 1 - I * ((s : ℂ) * (t : ℂ)))
    (B := fun t => s ^ 2 / 2 * t ^ 2) (B' := fun t => s ^ 2 * t)
    (fun t _ => (hd t).continuousAt.continuousWithinAt)
    (fun t _ => (hd t).hasDerivWithinAt)
    (by simp)
    (fun t => ((hasDerivAt_pow 2 t).const_mul (s ^ 2 / 2)).congr_deriv (by norm_num; ring))
    (by
      intro t ht
      rw [show I * (s : ℂ) * exp (I * ((s : ℂ) * (t : ℂ))) - I * (s : ℂ)
          = I * (s : ℂ) * (exp (I * ((s : ℂ) * (t : ℂ))) - 1) by ring,
        norm_mul, norm_mul, Complex.norm_I, Complex.norm_real, Real.norm_eq_abs, one_mul]
      calc |s| * _ ≤ |s| * (|s| * t) :=
            mul_le_mul_of_nonneg_left (h1 t ⟨ht.1, ht.2.le⟩) (abs_nonneg s)
        _ = s ^ 2 * t := by rw [← mul_assoc, abs_mul_abs_self]; ring)
    (Set.right_mem_Icc.2 (zero_le_one' ℝ))
  simpa using h2
```

## Slope and periodicity of the real function

The hypothesis `hf` says that the complex sum equals the real number `f x` at every `x`. It expresses the reality of the density or potential, which in terms of coefficients means \(c_{-k}=\overline{c_k}\), with coefficients outside \(S\) counted as zero. Under it, `f` is the real part of the sum, and its derivative is the real part of the termwise derivative.

```lean
variable {S : Finset ℤ} {c : ℤ → ℂ} {f : ℝ → ℝ}

/-- The slope of a real plane-wave sum is the real part of its term-by-term derivative. -/
lemma hasDerivAt_real (hf : ∀ x, (f x : ℂ) = planeWaveSum S c x) (x : ℝ) :
    HasDerivAt f (planeWaveSlope S c x).re x := by
  have h : HasDerivAt (planeWaveSum S c) (planeWaveSlope S c x) x :=
    HasDerivAt.fun_sum fun k _ => (hasDerivAt_phase (k : ℂ) x).const_mul (c k)
  have e : f = fun y => (planeWaveSum S c y).re := by
    funext y
    rw [← hf y, Complex.ofReal_re]
  rw [e]
  exact Complex.reCLM.hasFDerivAt.comp_hasDerivAt x h
```

Periodicity holds mode by mode, because \(e^{2\pi i km}=1\) for integers \(k\) and \(m\).

```lean
/-- A real plane-wave sum is unchanged by a shift through whole periods `2π`. -/
lemma periodic_real (hf : ∀ x, (f x : ℂ) = planeWaveSum S c x) (x : ℝ) (m : ℤ) :
    f (x + m * (2 * π)) = f x := by
  apply Complex.ofReal_injective
  rw [hf, hf]
  refine Finset.sum_congr rfl fun k _ => ?_
  rw [show I * ((k : ℂ) * ((x + m * (2 * π) : ℝ) : ℂ))
      = I * ((k : ℂ) * (x : ℂ)) + ((k * m : ℤ) : ℂ) * (2 * π * I) by
    push_cast; ring, Complex.exp_add, Complex.exp_int_mul_two_pi_mul_I, mul_one]
```

## The drop away from a maximum

Here `h0` is the vanishing slope at the peak, and `key` is the identity that writes the difference as a sum of phase remainders. The step `hre` takes the real part of the left-hand side, where the slope term disappears. Since a real part is at most the modulus, the triangle inequality and `phase_remainder` then give `hb`, and `hs` collects the terms into \(\tfrac12(x-x_0)^2W\).

```lean
/-- Away from a global maximum at `x₀`, a real plane-wave sum drops by at most
`(x - x₀)²/2` times its curvature weight. -/
theorem drop_from_peak (hf : ∀ x, (f x : ℂ) = planeWaveSum S c x) {x₀ : ℝ}
    (hmax : ∀ x, f x ≤ f x₀) (x : ℝ) :
    f x₀ - f x ≤ (x - x₀) ^ 2 / 2 * curvatureWeight S c := by
  -- the slope vanishes at the peak
  have h0 : (planeWaveSlope S c x₀).re = 0 :=
    IsLocalMax.hasDerivAt_eq_zero (Filter.Eventually.of_forall hmax) (hasDerivAt_real hf x₀)
  have key : planeWaveSum S c x - planeWaveSum S c x₀
      - ((x - x₀ : ℝ) : ℂ) * planeWaveSlope S c x₀
      = ∑ k ∈ S, c k * exp (I * ((k : ℂ) * (x₀ : ℂ))) *
        (exp (I * ((k * (x - x₀) : ℝ) : ℂ)) - 1 - I * ((k * (x - x₀) : ℝ) : ℂ)) := by
    unfold planeWaveSum planeWaveSlope
    rw [Finset.mul_sum, ← Finset.sum_sub_distrib, ← Finset.sum_sub_distrib]
    refine Finset.sum_congr rfl fun k _ => ?_
    have h : exp (I * ((k : ℂ) * (x : ℂ))) = exp (I * ((k : ℂ) * (x₀ : ℂ))) *
        exp (I * ((k * (x - x₀) : ℝ) : ℂ)) := by
      rw [← Complex.exp_add]
      congr 1
      push_cast
      ring
    rw [h]
    push_cast
    ring
  have hre : (planeWaveSum S c x - planeWaveSum S c x₀
      - ((x - x₀ : ℝ) : ℂ) * planeWaveSlope S c x₀).re = f x - f x₀ := by
    rw [← hf x, ← hf x₀, Complex.sub_re, Complex.sub_re, Complex.re_ofReal_mul, h0,
      Complex.ofReal_re, Complex.ofReal_re, mul_zero, sub_zero]
  have hab := Complex.abs_re_le_norm (planeWaveSum S c x - planeWaveSum S c x₀
      - ((x - x₀ : ℝ) : ℂ) * planeWaveSlope S c x₀)
  rw [hre, key] at hab
  -- each mode contributes its phase remainder
  have hb : |f x - f x₀| ≤ ∑ k ∈ S, ‖c k‖ * (((k : ℝ) * (x - x₀)) ^ 2 / 2) := by
    refine hab.trans (norm_sum_le_of_le S fun k _ => ?_)
    have hn := norm_phase (k : ℝ) x₀
    rw [Complex.ofReal_intCast] at hn
    rw [norm_mul, norm_mul, hn, mul_one]
    exact mul_le_mul_of_nonneg_left (phase_remainder (k * (x - x₀))) (norm_nonneg (c k))
  have hs : ∑ k ∈ S, ‖c k‖ * (((k : ℝ) * (x - x₀)) ^ 2 / 2)
      = (x - x₀) ^ 2 / 2 * curvatureWeight S c := by
    rw [curvatureWeight, Finset.mul_sum]
    exact Finset.sum_congr rfl fun k _ => by ring
  rw [hs] at hb
  linarith [neg_abs_le (f x - f x₀)]
```

## The distance to the grid

To find the nearest grid point, the proof rounds \(xM/(2\pi)\) to an integer and divides by \(M\) with remainder, which gives \(q+Mm\) with \(0\le q<M\). The remainder \(q\) is the grid index and \(m\) counts periods. Rounding moves a number by at most \(1/2\), and multiplying by the spacing \(2\pi/M\) turns this into \(\pi/M\).

```lean
/-- On a grid with `M ≥ 1` points per period, every position lies within `π/M` of a
grid point, up to a whole number of periods. -/
theorem exists_near_gridPoint {M : ℕ} (hM : 0 < M) (x : ℝ) :
    ∃ (j : Fin M) (m : ℤ), |gridPoint M j + m * (2 * π) - x| ≤ π / M := by
  have hM' : (0 : ℝ) < M := by exact_mod_cast hM
  obtain ⟨m, q, hq, hr⟩ : ∃ (m : ℤ) (q : ℕ), q < M ∧
      round (x * M / (2 * π)) = (q : ℤ) + M * m := by
    have h0 := Int.emod_nonneg (round (x * M / (2 * π))) (show (M : ℤ) ≠ 0 by omega)
    have h1 := Int.emod_lt_of_pos (round (x * M / (2 * π))) (show (0 : ℤ) < M by omega)
    obtain ⟨q, hq⟩ := Int.eq_ofNat_of_zero_le h0
    refine ⟨round (x * M / (2 * π)) / M, q, by omega, ?_⟩
    have := Int.emod_def (round (x * M / (2 * π))) M
    linarith
  refine ⟨⟨q, hq⟩, m, ?_⟩
  have hb := abs_sub_round (x * M / (2 * π))
  rw [hr, abs_sub_comm] at hb
  push_cast at hb
  have e : gridPoint M q + m * (2 * π) - x
      = 2 * π / M * ((q : ℝ) + M * m - x * M / (2 * π)) := by
    unfold gridPoint
    field_simp
  change |gridPoint M q + m * (2 * π) - x| ≤ π / M
  rw [e, abs_mul, abs_of_pos (show 0 < 2 * π / (M : ℝ) by positivity)]
  calc 2 * π / M * _ ≤ 2 * π / M * (1 / 2) := mul_le_mul_of_nonneg_left hb (by positivity)
    _ = π / M := by ring
```

## The error bounds for maxima and minima

In the main theorem, `IsGreatest (Set.range f) P` says that `P` is a value of `f` and that no value is larger. The hypothesis on `G` says the same for the grid values, indexed by `j : Fin M`, that is \(0\le j<M\). An empty grid has no greatest value, so \(M\ge1\) follows from `hG`. That \(P\) exists is assumed in `hP`; it always does, because \(f\) is continuous and periodic. No relation between \(M\) and the largest wave number is required.

The proof takes a peak position `x₀` from `hP`, picks the nearby grid point, applies `drop_from_peak` there, and removes the whole periods with `periodic_real`. The step `h3` squares the distance bound.

```lean
/-- The greatest grid value `G` of a real plane-wave sum never exceeds its true maximum
`P`, and falls short of it by at most `(π²/(2M²)) ∑ k² |c_k|`. -/
theorem peak_sampling_error {M : ℕ} {P G : ℝ}
    (hf : ∀ x, (f x : ℂ) = planeWaveSum S c x) (hP : IsGreatest (Set.range f) P)
    (hG : IsGreatest (Set.range fun j : Fin M => f (gridPoint M j)) G) :
    G ≤ P ∧ P - G ≤ π ^ 2 / (2 * (M : ℝ) ^ 2) * curvatureWeight S c := by
  obtain ⟨⟨x₀, rfl⟩, hP⟩ := hP
  obtain ⟨⟨j₀, hj₀⟩, hG⟩ := hG
  have hM : 0 < M := lt_of_le_of_lt (Nat.zero_le _) j₀.isLt
  refine ⟨by rw [← hj₀]; exact hP ⟨_, rfl⟩, ?_⟩
  -- compare the peak with its nearest grid point
  obtain ⟨j, m, hjm⟩ := exists_near_gridPoint hM x₀
  have h1 := drop_from_peak hf (fun x => hP ⟨x, rfl⟩) (gridPoint M j + m * (2 * π))
  rw [periodic_real hf] at h1
  have h2 : f (gridPoint M j) ≤ G := hG ⟨j, rfl⟩
  have h3 := sq_le_sq' (abs_le.mp hjm).1 (abs_le.mp hjm).2
  have hC : 0 ≤ curvatureWeight S c := Finset.sum_nonneg fun k _ => by positivity
  have h4 := mul_le_mul_of_nonneg_right h3 hC
  have e : π ^ 2 / (2 * (M : ℝ) ^ 2) * curvatureWeight S c
      = (π / M) ^ 2 * curvatureWeight S c / 2 := by ring
  rw [e]
  linarith
```

For minima, `P` and `G` denote least values. The proof applies the main theorem to \(-f\) with coefficients \(-c_k\), which have the same weight \(W\).

```lean
/-- The least grid value `G` of a real plane-wave sum is never below its true minimum
`P`, and exceeds it by at most `(π²/(2M²)) ∑ k² |c_k|`. -/
theorem minimum_sampling_error {M : ℕ} {P G : ℝ}
    (hf : ∀ x, (f x : ℂ) = planeWaveSum S c x) (hP : IsLeast (Set.range f) P)
    (hG : IsLeast (Set.range fun j : Fin M => f (gridPoint M j)) G) :
    P ≤ G ∧ G - P ≤ π ^ 2 / (2 * (M : ℝ) ^ 2) * curvatureWeight S c := by
  obtain ⟨⟨x₀, rfl⟩, hP⟩ := hP
  obtain ⟨⟨j₀, rfl⟩, hG⟩ := hG
  -- turn the function upside down
  have h := peak_sampling_error (M := M) (S := S) (c := fun k => -c k) (f := fun x => -f x)
    (P := -f x₀) (G := -f (gridPoint M j₀))
    (fun x => by
      rw [Complex.ofReal_neg, hf]
      simp only [planeWaveSum, neg_mul, Finset.sum_neg_distrib])
    ⟨⟨x₀, rfl⟩, by rintro _ ⟨x, rfl⟩; exact neg_le_neg (hP ⟨x, rfl⟩)⟩
    ⟨⟨j₀, rfl⟩, by rintro _ ⟨j, rfl⟩; exact neg_le_neg (hG ⟨j, rfl⟩)⟩
  have e : curvatureWeight S (fun k => -c k) = curvatureWeight S c := by
    simp only [curvatureWeight, norm_neg]
  rw [e] at h
  exact ⟨by linarith [h.1], by linarith [h.2]⟩

end

end GridSamplingExtrema
```

Both theorems concern one dimension and a finite sum. A quantity computed pointwise from the density, such as the exchange-correlation potential in the local density approximation, is in general not a finite plane-wave sum, and the bound then does not apply to it directly.

```lean
#print axioms GridSamplingExtrema.peak_sampling_error
#print axioms GridSamplingExtrema.minimum_sampling_error
```

```
'GridSamplingExtrema.peak_sampling_error' depends on axioms: [propext, Classical.choice, Quot.sound]
'GridSamplingExtrema.minimum_sampling_error' depends on axioms: [propext, Classical.choice, Quot.sound]
```
